# Without projection, the two-site bonding spinon state gives half the singlet's exchange energy

Two spinons of opposite spin in the bonding orbital of a two-site system give \(\langle\mathbf S_1\cdot\mathbf S_2\rangle=-3/8\), yet projecting the same state onto one fermion per site and normalizing gives the singlet value \(-3/4\). The unprojected state already has one fermion per site on average. Where does the other half of the exchange energy go, and would a lopsided orbital recover some of it?

## Half the weight sits where there are no spins

Half of the bonding state's weight lies on configurations with one site doubly occupied and the other empty, where \(\mathbf S_1\cdot\mathbf S_2\) vanishes. The other half lies on the singlet formed by one spin on each site. A lopsided orbital only makes things worse.

Let \(c^\dagger_{is}\) create a fermion with spin \(s\) on site \(i\), and let \(|0\rangle\) be the vacuum. Put both spins in the orbital with amplitudes \(a\) on site 1 and \(b\) on site 2:

\[
|\Phi\rangle=(a c^\dagger_{1\uparrow}+b c^\dagger_{2\uparrow})(a c^\dagger_{1\downarrow}+b c^\dagger_{2\downarrow})|0\rangle .
\]

Write \(|s,s'\rangle=c^\dagger_{1s}c^\dagger_{2s'}|0\rangle\). Since \(c^\dagger_{2\uparrow}c^\dagger_{1\downarrow}=-c^\dagger_{1\downarrow}c^\dagger_{2\uparrow}\),

\[
|\Phi\rangle=a^2c^\dagger_{1\uparrow}c^\dagger_{1\downarrow}|0\rangle+b^2c^\dagger_{2\uparrow}c^\dagger_{2\downarrow}|0\rangle+ab\big(|{\uparrow},{\downarrow}\rangle-|{\downarrow},{\uparrow}\rangle\big).
\]

The last term is \(P|\Phi\rangle\), where \(P\) projects onto one fermion per site. The squared norms are

\[
\langle\Phi|\Phi\rangle=|a|^4+|b|^4+2|a|^2|b|^2=(|a|^2+|b|^2)^2,\qquad
\langle\Phi|P|\Phi\rangle=2|a|^2|b|^2 .
\]

An empty or doubly occupied site has no spin. On singly occupied sites, \(\mathbf S_1\cdot\mathbf S_2\) multiplies parallel spins by \(1/4\) and sends \(|{\uparrow},{\downarrow}\rangle\) to \(-\tfrac14|{\uparrow},{\downarrow}\rangle+\tfrac12|{\downarrow},{\uparrow}\rangle\), and likewise with the spins reversed. It is therefore half the spin swap minus \(1/4\). The singlet changes sign under the swap, so

\[
\mathbf S_1\cdot\mathbf S_2|\Phi\rangle=-\tfrac34P|\Phi\rangle=\mathbf S_1\cdot\mathbf S_2P|\Phi\rangle .
\]

For \(|a|^2+|b|^2=1\) this gives

\[
\langle\mathbf S_1\cdot\mathbf S_2\rangle=-\tfrac32|a|^2|b|^2
=-\tfrac38\left[1-(|a|^2-|b|^2)^2\right]\ge-\tfrac38,
\]

with equality exactly when \(|a|=|b|\). The bonding orbital has \(|a|^2=|b|^2=1/2\), hence weight \(1/2\) and value \(-3/8\). The normalized projection gives \(-3/4\) whenever \(a\) and \(b\) are both non-zero.

In the limit \(b=0\), both fermions sit on site 1. The unprojected value is 0 and the projected vector is zero, so there is no state left to normalize.

For spinon calculations, this two-site example with a prescribed orbital shows how an occupancy constraint met only on average can lower the magnitude of the exchange energy.

## The state and operators in Lean

`Fock` assigns a complex amplitude to each occupation of the modes 1↑, 1↓, 2↑, 2↓. Indices 0 and 1 stand for sites 1 and 2, and likewise for spins up and down. `ann` and `cre` carry the fermionic signs, and `anticommutator` proves their mixed relation. `spin` is the usual Pauli bilinear with \(\hbar=1\), `exchange` is \(\mathbf S_1\cdot\mathbf S_2\), `project` is \(P\), and `slater a b` is \(|\Phi\rangle\). `mean` divides by the squared norm.

`mean_slater` and `mean_field_bound` assume a normalized orbital; `mean_projected` assumes instead that both amplitudes are non-zero. `bonding_half_exchange` collects the bonding values. An exchange constant \(J\) would multiply both energies and leave their ratio unchanged. The orbital is given, not obtained from a self-consistency equation, and the system has just two sites.

```lean
import Mathlib

open ComplexConjugate

namespace SpinonProjection

noncomputable section

/-- A vector of the two-site Fock space: an amplitude for each set of occupations of the
modes 1↑, 1↓, 2↑, 2↓, in this order. -/
abbrev Fock := Bool → Bool → Bool → Bool → ℂ

/-- The fermionic sign picked up on passing a mode: -1 if it is occupied, 1 if it is empty. -/
def sgn (n : Bool) : ℂ := if n then -1 else 1

/-- The operator that annihilates a fermion on a given site (first index) with a given spin
(second index, 0 for up and 1 for down). -/
def ann : Fin 2 → Fin 2 → Fock → Fock
  | 0, 0 => fun ψ p q r t => if p then 0 else ψ true q r t
  | 0, 1 => fun ψ p q r t => if q then 0 else sgn p * ψ p true r t
  | 1, 0 => fun ψ p q r t => if r then 0 else sgn p * sgn q * ψ p q true t
  | 1, 1 => fun ψ p q r t => if t then 0 else sgn p * sgn q * sgn r * ψ p q r true

/-- The operator that creates a fermion on a given site with a given spin. -/
def cre : Fin 2 → Fin 2 → Fock → Fock
  | 0, 0 => fun ψ p q r t => if p then ψ false q r t else 0
  | 0, 1 => fun ψ p q r t => if q then sgn p * ψ p false r t else 0
  | 1, 0 => fun ψ p q r t => if r then sgn p * sgn q * ψ p q false t else 0
  | 1, 1 => fun ψ p q r t => if t then sgn p * sgn q * sgn r * ψ p q r false else 0

/-- The three Pauli matrices. -/
def pauli : Fin 3 → Matrix (Fin 2) (Fin 2) ℂ :=
  ![!![0, 1; 1, 0], !![0, -Complex.I; Complex.I, 0], !![1, 0; 0, -1]]

/-- A Cartesian component of the spin operator of one site, written with fermions. -/
def spin (i : Fin 2) (α : Fin 3) (ψ : Fock) : Fock :=
  (1 / 2 : ℂ) • ∑ a, ∑ b, pauli α a b • cre i a (ann i b ψ)

/-- The Heisenberg exchange operator S₁·S₂. -/
def exchange (ψ : Fock) : Fock := ∑ α, spin 0 α (spin 1 α ψ)

/-- The projector onto configurations with exactly one fermion on each site. -/
def project (ψ : Fock) : Fock := fun p q r t => if p ≠ q ∧ r ≠ t then ψ p q r t else 0

/-- The inner product of the Fock space. -/
def braket (φ ψ : Fock) : ℂ := ∑ p, ∑ q, ∑ r, ∑ t, conj (φ p q r t) * ψ p q r t

/-- The expectation value of S₁·S₂ in the normalized version of a non-zero vector. -/
def mean (ψ : Fock) : ℂ := braket ψ (exchange ψ) / braket ψ ψ

/-- The vacuum. -/
def vac : Fock := fun p q r t => if p || q || r || t then 0 else 1

/-- Creation of a fermion of given spin in the orbital a (site 1) + b (site 2). -/
def orb (a b : ℂ) (s : Fin 2) (ψ : Fock) : Fock := a • cre 0 s ψ + b • cre 1 s ψ

/-- The mean-field state with both spins in the orbital a (site 1) + b (site 2). -/
def slater (a b : ℂ) : Fock := orb a b 0 (orb a b 1 vac)

/-- The mean-field state with both spins in the bonding orbital (site 1 + site 2)/√2. -/
def bonding : Fock := slater (((√2)⁻¹ : ℝ) : ℂ) (((√2)⁻¹ : ℝ) : ℂ)

set_option maxHeartbeats 400000 in
/-- Annihilation and creation operators obey the canonical mixed anticommutation relation. -/
theorem anticommutator (i s j u : Fin 2) (ψ : Fock) :
    ann i s (cre j u ψ) + cre j u (ann i s ψ) = if i = j ∧ s = u then ψ else 0 := by
  funext p q r t
  -- unfold the operators once per pair of modes, then inspect the occupations
  fin_cases i <;> fin_cases s <;> fin_cases j <;> fin_cases u <;> simp [ann, cre] <;>
    cases p <;> cases q <;> cases r <;> cases t <;> simp [sgn]

/-- The x, y and z spin components of site 1, acting on amplitudes. -/
lemma spin_first (ψ : Fock) :
    spin 0 0 ψ = (fun p q r t => if p = q then 0 else 1 / 2 * ψ q p r t) ∧
    spin 0 1 ψ = (fun p q r t => if p = q then 0 else
      1 / 2 * ((if p then -Complex.I else Complex.I) * ψ q p r t)) ∧
    spin 0 2 ψ = (fun p q r t => if p = q then 0 else
      1 / 2 * ((if p then 1 else -1) * ψ p q r t)) := by
  refine ⟨?_, ?_, ?_⟩ <;> funext p q r t <;> cases p <;> cases q <;>
    simp [spin, pauli, Fin.sum_univ_two, ann, cre, sgn]

set_option maxHeartbeats 400000 in
/-- The x, y and z spin components of site 2, acting on amplitudes. -/
lemma spin_second (ψ : Fock) :
    spin 1 0 ψ = (fun p q r t => if r = t then 0 else 1 / 2 * ψ p q t r) ∧
    spin 1 1 ψ = (fun p q r t => if r = t then 0 else
      1 / 2 * ((if r then -Complex.I else Complex.I) * ψ p q t r)) ∧
    spin 1 2 ψ = (fun p q r t => if r = t then 0 else
      1 / 2 * ((if r then 1 else -1) * ψ p q r t)) := by
  refine ⟨?_, ?_, ?_⟩ <;> funext p q r t <;>
    simp [spin, pauli, Fin.sum_univ_two, ann, cre] <;>
    cases p <;> cases q <;> cases r <;> cases t <;> simp [sgn]

/-- With one fermion on each site, S₁·S₂ is half the swap of the two spins minus one quarter;
on all other configurations it vanishes. -/
theorem exchange_apply (ψ : Fock) (p q r t : Bool) :
    exchange ψ p q r t =
      if p ≠ q ∧ r ≠ t then 1 / 2 * ψ r t p q - 1 / 4 * ψ p q r t else 0 := by
  have hI := Complex.I_sq
  rw [exchange, Fin.sum_univ_three, (spin_first _).1, (spin_first _).2.1,
    (spin_first _).2.2, (spin_second ψ).1, (spin_second ψ).2.1, (spin_second ψ).2.2]
  cases p <;> cases q <;> cases r <;> cases t <;> simp <;> grind

/-- On the mean-field state, S₁·S₂ gives -3/4 times the projected state. -/
theorem exchange_slater (a b : ℂ) :
    exchange (slater a b) = (-(3 / 4) : ℂ) • project (slater a b) := by
  funext p q r t
  rw [exchange_apply]
  cases p <;> cases q <;> cases r <;> cases t <;>
    simp [project, slater, orb, cre, vac, sgn] <;> ring

/-- The projected mean-field state satisfies the eigenvalue equation of S₁·S₂ with
value -3/4. -/
theorem exchange_projected (a b : ℂ) :
    exchange (project (slater a b)) = (-(3 / 4) : ℂ) • project (slater a b) := by
  rw [← exchange_slater]
  funext p q r t
  rw [exchange_apply, exchange_apply]
  cases p <;> cases q <;> cases r <;> cases t <;> simp [project]

/-- The squared norm of the mean-field state is (|a|² + |b|²)², and its part with one fermion
per site has squared norm 2|a|²|b|². -/
theorem weights (a b : ℂ) :
    braket (slater a b) (slater a b) = ((‖a‖ : ℂ) ^ 2 + (‖b‖ : ℂ) ^ 2) ^ 2 ∧
    braket (project (slater a b)) (project (slater a b)) =
      2 * (‖a‖ : ℂ) ^ 2 * (‖b‖ : ℂ) ^ 2 := by
  have ha : conj a * a = (‖a‖ : ℂ) ^ 2 := Complex.conj_mul' a
  have hb : conj b * b = (‖b‖ : ℂ) ^ 2 := Complex.conj_mul' b
  constructor
  · simp [braket, slater, orb, cre, vac, sgn]
    linear_combination
      (conj a * a + conj b * b + (‖a‖ : ℂ) ^ 2 + (‖b‖ : ℂ) ^ 2) * (ha + hb)
  · simp [braket, project, slater, orb, cre, vac, sgn]
    linear_combination 2 * (conj b * b) * ha + 2 * (‖a‖ : ℂ) ^ 2 * hb

lemma braket_smul (c : ℂ) (φ ψ : Fock) : braket φ (c • ψ) = c * braket φ ψ := by
  simp only [braket, Fintype.sum_bool, Pi.smul_apply, smul_eq_mul]
  ring

lemma braket_project (ψ : Fock) :
    braket ψ (project ψ) = braket (project ψ) (project ψ) := by
  simp [braket, project]

/-- For a normalized orbital, the unprojected expectation value of S₁·S₂ is
-(3/2)|a|²|b|². -/
theorem mean_slater {a b : ℂ} (h : ‖a‖ ^ 2 + ‖b‖ ^ 2 = 1) :
    mean (slater a b) = ((-(3 / 2) * (‖a‖ ^ 2 * ‖b‖ ^ 2) : ℝ) : ℂ) := by
  have h' : (‖a‖ : ℂ) ^ 2 + (‖b‖ : ℂ) ^ 2 = 1 := by exact_mod_cast h
  unfold mean
  rw [exchange_slater, braket_smul, braket_project, (weights a b).1, (weights a b).2, h']
  push_cast
  ring

/-- If the orbital has non-zero amplitude on both sites, the normalized projected state has
expectation value -3/4 of S₁·S₂. -/
theorem mean_projected {a b : ℂ} (ha : a ≠ 0) (hb : b ≠ 0) :
    mean (project (slater a b)) = -(3 / 4) := by
  have hw : braket (project (slater a b)) (project (slater a b)) ≠ 0 := by
    rw [(weights a b).2]
    simp [ha, hb]
  unfold mean
  rw [exchange_projected, braket_smul, mul_div_assoc, div_self hw, mul_one]

/-- For a normalized orbital the unprojected value of S₁·S₂ is never below -3/8, and it equals
-3/8 exactly when the two sites have amplitudes of equal modulus. -/
theorem mean_field_bound {a b : ℂ} (h : ‖a‖ ^ 2 + ‖b‖ ^ 2 = 1) :
    -(3 / 8) ≤ (mean (slater a b)).re ∧
    ((mean (slater a b)).re = -(3 / 8) ↔ ‖a‖ = ‖b‖) := by
  rw [mean_slater h, Complex.ofReal_re]
  -- the product of the site weights is fixed by their difference
  have k : 4 * (‖a‖ ^ 2 * ‖b‖ ^ 2) = 1 - (‖a‖ ^ 2 - ‖b‖ ^ 2) ^ 2 := by
    linear_combination (‖a‖ ^ 2 + ‖b‖ ^ 2 + 1) * h
  refine ⟨by linarith [sq_nonneg (‖a‖ ^ 2 - ‖b‖ ^ 2)], fun e => ?_, fun e => ?_⟩
  · have z : (‖a‖ ^ 2 - ‖b‖ ^ 2) ^ 2 = 0 := by linarith
    have z' : ‖a‖ ^ 2 = ‖b‖ ^ 2 := sub_eq_zero.mp (pow_eq_zero_iff (two_ne_zero) |>.mp z)
    exact (sq_eq_sq₀ (norm_nonneg a) (norm_nonneg b)).mp z'
  · rw [e] at k ⊢
    linarith

/-- The bonding state is normalized, has weight 1/2 with one fermion per site, and has
expectation value -3/8 of S₁·S₂; its normalized projection has -3/4, so the unprojected
value is half the projected one. -/
theorem bonding_half_exchange :
    braket bonding bonding = 1 ∧
    braket (project bonding) (project bonding) = 1 / 2 ∧
    mean bonding = -(3 / 8) ∧
    mean (project bonding) = -(3 / 4) ∧
    mean bonding = 1 / 2 * mean (project bonding) := by
  have hn : ‖(((√2)⁻¹ : ℝ) : ℂ)‖ ^ 2 = 1 / 2 := by
    rw [Complex.norm_real, Real.norm_eq_abs, sq_abs, inv_pow,
      Real.sq_sqrt (by norm_num : (0 : ℝ) ≤ 2)]
    norm_num
  have hc : ((‖(((√2)⁻¹ : ℝ) : ℂ)‖ : ℝ) : ℂ) ^ 2 = 1 / 2 := by
    rw [← Complex.ofReal_pow, hn]
    norm_num
  have h0 : (((√2)⁻¹ : ℝ) : ℂ) ≠ 0 := by
    intro h
    rw [h] at hn
    norm_num at hn
  have hm : mean bonding = -(3 / 8) := by
    unfold bonding
    rw [mean_slater (by rw [hn]; norm_num), hn]
    norm_num
  have hp : mean (project bonding) = -(3 / 4) := mean_projected h0 h0
  refine ⟨?_, ?_, hm, hp, ?_⟩
  · unfold bonding
    rw [(weights _ _).1, hc]
    norm_num
  · unfold bonding
    rw [(weights _ _).2, hc]
    norm_num
  · rw [hm, hp]
    norm_num

end

end SpinonProjection
```

```lean
#print axioms SpinonProjection.anticommutator
#print axioms SpinonProjection.mean_field_bound
#print axioms SpinonProjection.bonding_half_exchange
```

```
'SpinonProjection.anticommutator' depends on axioms: [propext, Classical.choice, Quot.sound]
'SpinonProjection.mean_field_bound' depends on axioms: [propext, Classical.choice, Quot.sound]
'SpinonProjection.bonding_half_exchange' depends on axioms: [propext, Classical.choice, Quot.sound]
```

## From occupation cases to the factor of one half

`spin_first` and `spin_second` work out the spin components on amplitudes. `exchange_apply` adds their products and checks all occupations, which yields the swap formula. `exchange_slater` and `exchange_projected` apply it to \(|\Phi\rangle\) and \(P|\Phi\rangle\).

`weights` expands the two norms; its `linear_combination` steps replace \(\bar a a\) and \(\bar b b\) by squared moduli. In `mean_slater`, `braket_smul` takes out \(-3/4\) and `braket_project` turns \(\langle\Phi|P\Phi\rangle\) into the projected norm. In `mean_projected` that norm cancels, being non-zero.

The identity `k` in `mean_field_bound` is the completed square above. The final theorem inserts \(|a|^2=|b|^2=1/2\) and compares the two expectation values.
